# Slater determinant overlap has second derivative −tr(ZᵀZ) at the start of an occupied–virtual rotation

Let the columns of a real matrix $C$ be orthonormal occupied spin orbitals, and let $Z$ be a direction orthogonal to all of them: $C^TC = 1$ and $C^TZ = 0$. Rotate the orbitals with the antisymmetric generator $K = ZC^T - CZ^T$. The overlap between the initial and the rotated Slater determinant,

$$f(t) = \det\!\left(C^T e^{tK} C\right),$$

then satisfies

$$f(0) = 1, \qquad f'(0) = 0, \qquad f''(0) = -\operatorname{tr}(Z^TZ).$$

The quantity $\operatorname{tr}(Z^TZ)$ is the squared length of $Z$ in the Grassmann metric, the usual metric on the space of occupied subspaces. Both determinants are normalised, so their squared distance is $2 - 2f(t) = t^2\operatorname{tr}(Z^TZ) + o(t^2)$. To leading order, the length of an orbital step is thus the distance the many-electron state moves. Here $K$ is the rotation generator, often written $\kappa$, and not the exchange matrix.

## Step lengths in orbital optimisation

Direct minimisation of a Hartree–Fock or Kohn–Sham energy can update the orbitals by rotations of this kind. In the basis of current molecular orbitals, with the occupied ones first, a step is specified by a virtual-by-occupied block $X$, and

$$C = \begin{pmatrix} 1 \\ 0 \end{pmatrix}, \qquad Z = \begin{pmatrix} 0 \\ X \end{pmatrix}, \qquad K = \begin{pmatrix} 0 & -X^T \\ X & 0 \end{pmatrix}.$$

The optimiser produces $X$, for instance from a preconditioned orbital gradient. With this exponential parametrisation, the first columns of $e^K$ are the new occupied orbitals in the old molecular-orbital basis. A step limit on the Frobenius norm of $X$ is a limit on $\operatorname{tr}(Z^TZ) = \sum_{ai} X_{ai}^2$, where $a$ runs over virtual and $i$ over occupied orbitals. For real orbitals in a finite basis, and for a single determinant, that limit controls the leading loss of overlap with the previous state.

If $X$ has two nonzero entries, $0.1$ and $0.2$, then $\operatorname{tr}(Z^TZ) = 0.05$, and the quadratic estimate of the overlap after the full step $t = 1$ is $1 - 0.05/2 = 0.975$. In a restricted closed-shell calculation the same spatial rotation acts on both spins. Let $C$ hold the doubly occupied spatial orbitals and $Z$ their direction of change, so that $f$ is the overlap for one spin. The total overlap is then $f(t)^2$, and its second derivative at zero is $-2\operatorname{tr}(Z^TZ)$.

## Two derivatives of the occupied overlap matrix

Since $K^T = -K$, the exponential is orthogonal: $(e^{tK})^Te^{tK} = e^{-tK}e^{tK} = 1$. The rotated orbitals $e^{tK}C$ therefore stay orthonormal.

Transposing $C^TZ = 0$ gives $Z^TC = 0$, so the generator acts as

$$KC = Z(C^TC) - C(Z^TC) = Z,$$
$$KZ = Z(C^TZ) - C(Z^TZ) = -C(Z^TZ).$$

Define the occupied overlap matrix $M(t) = C^Te^{tK}C$. Differentiating the exponential gives

$$M'(t) = C^Te^{tK}KC = C^Te^{tK}Z, \qquad M''(t) = C^Te^{tK}KZ.$$

At $t = 0$ these become

$$M(0) = 1, \qquad M'(0) = C^TZ = 0, \qquad M''(0) = -C^TC\,Z^TZ = -Z^TZ.$$

Now expand the determinant over permutations $p$ of the occupied indices:

$$f(t) = \sum_p \operatorname{sgn}(p)\prod_i M_{p(i)\,i}(t).$$

Setting $t = 0$ gives $f(0) = \det 1 = 1$. Each term of the first derivative contains one factor $M'_{p(i)\,i}(0) = 0$, so $f'(0) = 0$. In the second derivative, the terms with two first derivatives vanish for the same reason, which leaves

$$f''(0) = \sum_p \operatorname{sgn}(p)\sum_i M''_{p(i)\,i}(0)\prod_{j\ne i}\delta_{p(j)\,j}.$$

The product is nonzero only if $p$ fixes every index except possibly $i$. Such a permutation must fix $i$ as well, so only the identity contributes:

$$f''(0) = \sum_i M''_{ii}(0) = -\operatorname{tr}(Z^TZ).$$

## The Lean file

```lean
import Mathlib

open Matrix

namespace SlaterOverlapMetric

noncomputable section

variable {n m : Type*} [Fintype n] [DecidableEq n] [Fintype m] [DecidableEq m]

/-- The orbital rotation generator `K = Z Cᵀ - C Zᵀ` built from occupied orbitals `C` and a
direction `Z`. -/
def rotationGenerator (C Z : Matrix n m ℝ) : Matrix n n ℝ := Z * Cᵀ - C * Zᵀ

/-- The overlap `det (Cᵀ exp(tK) C)` between the Slater determinant of the orbitals `C` and that
of the rotated orbitals `exp(tK) C`. -/
def slaterOverlap (C Z : Matrix n m ℝ) (t : ℝ) : ℝ :=
  (Cᵀ * NormedSpace.exp (t • rotationGenerator C Z) * C).det

/-- If the orbitals `C` are orthonormal, the rotated orbitals `exp(tK) C` are orthonormal at
every `t`. -/
theorem rotated_orthonormal (C Z : Matrix n m ℝ) (hC : Cᵀ * C = 1) (t : ℝ) :
    (NormedSpace.exp (t • rotationGenerator C Z) * C)ᵀ *
      (NormedSpace.exp (t • rotationGenerator C Z) * C) = 1 := by
  have hK : (t • rotationGenerator C Z)ᵀ = -(t • rotationGenerator C Z) := by
    rw [Matrix.transpose_smul, ← smul_neg]
    simp [rotationGenerator, Matrix.transpose_sub, Matrix.transpose_mul]
  have hcomm : Commute (-(t • rotationGenerator C Z)) (t • rotationGenerator C Z) :=
    (Commute.refl (t • rotationGenerator C Z)).neg_left
  have hE : (NormedSpace.exp (t • rotationGenerator C Z))ᵀ *
      NormedSpace.exp (t • rotationGenerator C Z) = 1 := by
    rw [← Matrix.exp_transpose, hK, ← Matrix.exp_add_of_commute _ _ hcomm,
      neg_add_cancel, NormedSpace.exp_zero]
  rw [Matrix.transpose_mul, Matrix.mul_assoc, ← Matrix.mul_assoc _ _ C, hE, Matrix.one_mul, hC]

omit [DecidableEq n] in
/-- For orthonormal `C` and `Cᵀ Z = 0`, the generator sends the occupied orbitals `C` to `Z`, and
sends `Z` to `-C ZᵀZ`. -/
theorem generator_action (C Z : Matrix n m ℝ) (hC : Cᵀ * C = 1) (hZ : Cᵀ * Z = 0) :
    rotationGenerator C Z * C = Z ∧ rotationGenerator C Z * Z = -(C * (Zᵀ * Z)) := by
  have hZ' : Zᵀ * C = 0 := by
    have h := congrArg Matrix.transpose hZ
    rwa [Matrix.transpose_mul, Matrix.transpose_transpose, Matrix.transpose_zero] at h
  constructor
  · rw [rotationGenerator, Matrix.sub_mul, Matrix.mul_assoc, Matrix.mul_assoc, hC, hZ',
      Matrix.mul_one, Matrix.mul_zero, sub_zero]
  · rw [rotationGenerator, Matrix.sub_mul, Matrix.mul_assoc, Matrix.mul_assoc, hZ,
      Matrix.mul_zero, zero_sub]

omit [Fintype m] [DecidableEq m] in
/-- The derivative in `t` of each matrix element of `A exp(tK) B` is the corresponding element of
`A exp(tK) K B`. -/
theorem hasDerivAt_exp_element (A : Matrix m n ℝ) (K : Matrix n n ℝ) (B : Matrix n m ℝ)
    (i j : m) (t : ℝ) : HasDerivAt (fun t : ℝ => (A * NormedSpace.exp (t • K) * B) i j)
      ((A * NormedSpace.exp (t • K) * (K * B)) i j) t := by
  have e : A * NormedSpace.exp (t • K) * (K * B) = A * (NormedSpace.exp (t • K) * K) * B := by
    simp only [Matrix.mul_assoc]
  have hadd : ∀ X Y : Matrix n n ℝ,
      (A * (X + Y) * B) i j = (A * X * B) i j + (A * Y * B) i j := by
    intro X Y
    rw [Matrix.mul_add, Matrix.add_mul, Matrix.add_apply]
  have hsmul : ∀ (c : ℝ) (X : Matrix n n ℝ), (A * (c • X) * B) i j = c • (A * X * B) i j := by
    intro c X
    rw [Matrix.mul_smul, Matrix.smul_mul, Matrix.smul_apply]
  have hmul : Continuous (fun X : Matrix n n ℝ => A * X * B) :=
    (continuous_const.matrix_mul continuous_id).matrix_mul continuous_const
  have hcont : Continuous (fun X : Matrix n n ℝ => (A * X * B) i j) := hmul.matrix_elem i j
  rw [e]
  -- a matrix element is a continuous linear functional of the exponential
  let _ : NormedRing (Matrix n n ℝ) := Matrix.linftyOpNormedRing
  let _ : NormedAlgebra ℝ (Matrix n n ℝ) := Matrix.linftyOpNormedAlgebra
  let L : Matrix n n ℝ →L[ℝ] ℝ :=
    { toFun := fun X => (A * X * B) i j
      map_add' := hadd
      map_smul' := hsmul
      cont := hcont }
  exact L.hasFDerivAt.comp_hasDerivAt t (hasDerivAt_exp_smul_const (𝕂 := ℝ) K t)

omit [Fintype m] in
/-- Let differentiable factors all be stationary at `t = 0` and have second derivatives there. Then
their product is stationary at `t = 0`, and its second derivative there is the sum over factors of
one second derivative times the other factors. -/
theorem prod_second_order (u u' : m → ℝ → ℝ) (d : m → ℝ)
    (h1 : ∀ i t, HasDerivAt (u i) (u' i t) t) (h0 : ∀ i, u' i 0 = 0)
    (h2 : ∀ i, HasDerivAt (u' i) (d i) 0) (s : Finset m) : ∃ g : ℝ → ℝ,
    (∀ t, HasDerivAt (fun t => ∏ i ∈ s, u i t) (g t) t) ∧ g 0 = 0 ∧
      HasDerivAt g (∑ i ∈ s, d i * ∏ j ∈ s.erase i, u j 0) 0 := by
  induction s using Finset.induction_on with
  | empty =>
    refine ⟨fun _ => 0, fun t => ?_, rfl, ?_⟩
    · simp only [Finset.prod_empty]
      exact hasDerivAt_const t (1 : ℝ)
    · rw [Finset.sum_empty]
      exact hasDerivAt_const (0 : ℝ) (0 : ℝ)
  | insert a s ha ih =>
    obtain ⟨g, hg, hg0, hg2⟩ := ih
    have hsum : ∑ i ∈ s, d i * ∏ j ∈ (insert a s).erase i, u j 0 =
        u a 0 * ∑ i ∈ s, d i * ∏ j ∈ s.erase i, u j 0 := by
      rw [Finset.mul_sum]
      refine Finset.sum_congr rfl fun i hi => ?_
      have hai : a ≠ i := fun h => ha (h ▸ hi)
      rw [Finset.erase_insert_of_ne hai,
        Finset.prod_insert (fun h => ha (Finset.mem_of_mem_erase h)), mul_left_comm]
    refine ⟨fun t => u' a t * ∏ i ∈ s, u i t + u a t * g t, fun t => ?_, ?_, ?_⟩
    · simp only [Finset.prod_insert ha]
      exact (h1 a t).fun_mul (hg t)
    · simp only [h0, hg0, zero_mul, mul_zero, add_zero]
    · refine (((h2 a).fun_mul (hg 0)).fun_add ((h1 a 0).fun_mul hg2)).congr_deriv ?_
      rw [Finset.sum_insert ha, Finset.erase_insert ha, hsum]
      simp only [h0, hg0, mul_zero, zero_add, add_zero]

/-- If a differentiable matrix path starts at the identity with zero velocity and acceleration `D`,
its determinant is stationary at `t = 0` with second derivative `tr D`. -/
theorem det_second_order (M M' : ℝ → Matrix m m ℝ) (D : Matrix m m ℝ)
    (h1 : ∀ i j t, HasDerivAt (fun t => M t i j) (M' t i j) t) (hM : M 0 = 1) (hM' : M' 0 = 0)
    (h2 : ∀ i j, HasDerivAt (fun t => M' t i j) (D i j) 0) : ∃ g : ℝ → ℝ,
    (∀ t, HasDerivAt (fun t => (M t).det) (g t) t) ∧ g 0 = 0 ∧ HasDerivAt g D.trace 0 := by
  have key := fun p : Equiv.Perm m => prod_second_order (fun i t => M t (p i) i)
    (fun i t => M' t (p i) i) (fun i => D (p i) i) (fun i t => h1 (p i) i t)
    (fun i => by simp only [hM', Matrix.zero_apply]) (fun i => h2 (p i) i) Finset.univ
  choose g hg hg0 hg2 using key
  refine ⟨fun t => ∑ p : Equiv.Perm m, ((Equiv.Perm.sign p : ℤ) : ℝ) * g p t,
    fun t => ?_, ?_, ?_⟩
  · simp only [Matrix.det_apply']
    exact HasDerivAt.fun_sum fun p _ => (hg p t).const_mul _
  · simp only [hg0, mul_zero, Finset.sum_const_zero]
  · refine (HasDerivAt.fun_sum fun p _ => (hg2 p).const_mul _).congr_deriv ?_
    simp only [hM]
    -- a permutation fixing all indices but one is the identity
    rw [Finset.sum_eq_single (1 : Equiv.Perm m)]
    · have hs : ((Equiv.Perm.sign (1 : Equiv.Perm m) : ℤ) : ℝ) = 1 := by simp
      have hprod : ∀ i, ∏ j ∈ Finset.univ.erase i,
          (1 : Matrix m m ℝ) ((1 : Equiv.Perm m) j) j = 1 :=
        fun i => Finset.prod_eq_one fun j _ => Matrix.one_apply_eq j
      rw [hs, one_mul, Matrix.trace]
      exact Finset.sum_congr rfl fun i _ =>
        (congrArg (fun x => D i i * x) (hprod i)).trans (mul_one (D i i))
    · intro p _ hp
      rw [Finset.sum_eq_zero, mul_zero]
      intro i _
      obtain ⟨j, hj, hpj⟩ : ∃ j, j ≠ i ∧ p j ≠ j := by
        by_contra hcon
        push Not at hcon
        apply hp
        ext k
        by_cases hk : k = i
        · subst hk
          by_contra hne
          exact hne (p.injective (hcon (p k) hne))
        · exact hcon k hk
      have hz : ∏ k ∈ Finset.univ.erase i, (1 : Matrix m m ℝ) (p k) k = 0 :=
        Finset.prod_eq_zero (Finset.mem_erase.mpr ⟨hj, Finset.mem_univ j⟩)
          (Matrix.one_apply_ne hpj)
      exact (congrArg (fun x => D (p i) i * x) hz).trans (mul_zero (D (p i) i))
    · intro h
      exact absurd (Finset.mem_univ _) h

/-- For orthonormal occupied orbitals `C` and a direction `Z` with `Cᵀ Z = 0`, the Slater
determinant overlap is differentiable, equals `1` and is stationary at `t = 0`, and its second
derivative there is minus `tr(ZᵀZ)`, the squared length of `Z` in the Grassmann metric. -/
theorem slaterOverlap_induces_metric (C Z : Matrix n m ℝ) (hC : Cᵀ * C = 1) (hZ : Cᵀ * Z = 0) :
    Differentiable ℝ (slaterOverlap C Z) ∧ slaterOverlap C Z 0 = 1 ∧
      HasDerivAt (slaterOverlap C Z) 0 0 ∧
      HasDerivAt (deriv (slaterOverlap C Z)) (-(Zᵀ * Z).trace) 0 := by
  obtain ⟨hKC, hKZ⟩ := generator_action C Z hC hZ
  have hE : NormedSpace.exp ((0 : ℝ) • rotationGenerator C Z) = 1 := by
    rw [zero_smul, NormedSpace.exp_zero]
  have hM : Cᵀ * NormedSpace.exp ((0 : ℝ) • rotationGenerator C Z) * C = 1 := by
    rw [hE, Matrix.mul_one, hC]
  have hM' : Cᵀ * NormedSpace.exp ((0 : ℝ) • rotationGenerator C Z) * Z = 0 := by
    rw [hE, Matrix.mul_one, hZ]
  -- the acceleration of the occupied overlap matrix
  have hD : Cᵀ * NormedSpace.exp ((0 : ℝ) • rotationGenerator C Z) *
      (rotationGenerator C Z * Z) = -(Zᵀ * Z) := by
    rw [hE, Matrix.mul_one, hKZ, Matrix.mul_neg, ← Matrix.mul_assoc, hC, Matrix.one_mul]
  obtain ⟨g, hg, hg0, hg2⟩ := det_second_order
    (fun t => Cᵀ * NormedSpace.exp (t • rotationGenerator C Z) * C)
    (fun t => Cᵀ * NormedSpace.exp (t • rotationGenerator C Z) * Z) (-(Zᵀ * Z))
    (fun i j t => by
      have h := hasDerivAt_exp_element Cᵀ (rotationGenerator C Z) C i j t
      rwa [hKC] at h) hM hM'
    (fun i j => by
      have h := hasDerivAt_exp_element Cᵀ (rotationGenerator C Z) Z i j 0
      rwa [hD] at h)
  have hf : ∀ t, HasDerivAt (slaterOverlap C Z) (g t) t := hg
  have hd : deriv (slaterOverlap C Z) = g := funext fun t => (hf t).deriv
  have h1 := hf 0
  rw [hg0] at h1
  rw [Matrix.trace_neg] at hg2
  rw [hd]
  refine ⟨fun t => (hf t).differentiableAt, ?_, h1, hg2⟩
  rw [slaterOverlap, hM, Matrix.det_one]

/-- In a basis of occupied and virtual orbitals, `C = (1, 0)` and `Z = (0, X)` with any
virtual-occupied block `X` satisfy `CᵀC = 1` and `CᵀZ = 0`, and `ZᵀZ = XᵀX`. -/
theorem occupied_virtual_witness {v : Type*} [Fintype v] (X : Matrix v m ℝ) :
    let C : Matrix (m ⊕ v) m ℝ := Matrix.fromRows 1 0
    let Z : Matrix (m ⊕ v) m ℝ := Matrix.fromRows 0 X
    Cᵀ * C = 1 ∧ Cᵀ * Z = 0 ∧ Zᵀ * Z = Xᵀ * X := by
  intro C Z
  refine ⟨?_, ?_, ?_⟩ <;>
    simp [C, Z, Matrix.transpose_fromRows, Matrix.fromCols_mul_fromRows]

end

end SlaterOverlapMetric
```

```lean
#print axioms SlaterOverlapMetric.rotated_orthonormal
#print axioms SlaterOverlapMetric.slaterOverlap_induces_metric
```

```
'SlaterOverlapMetric.rotated_orthonormal' depends on axioms: [propext, Classical.choice, Quot.sound]
'SlaterOverlapMetric.slaterOverlap_induces_metric' depends on axioms: [propext, Classical.choice, Quot.sound]
```

## The theorem in physical terms

The main theorem is `slaterOverlap_induces_metric`. The finite index type `n` labels the orthonormal one-particle basis functions and `m` labels the occupied spin orbitals, so the number of electrons is the size of `m`, not of `n`. The matrices `C` and `Z` hold real coefficients, one orbital per column. `rotationGenerator C Z` is $K$, and `slaterOverlap C Z` is the function $f$, built with the true matrix exponential.

The hypothesis `hC` says that the occupied orbitals are orthonormal. The hypothesis `hZ` says that $Z$ has no component in the occupied space, which removes rotations that merely mix occupied orbitals. The formula fails for unrestricted $Z$: if $Z = CA$ with $A$ antisymmetric and nonzero, the rotation stays within the occupied space and the overlap remains 1, although $\operatorname{tr}(Z^TZ) > 0$.

The conclusion has four parts: $f$ is differentiable at every $t$; $f(0) = 1$; $f$ has derivative 0 at $t = 0$; and the function $f'$ has derivative $-\operatorname{tr}(Z^TZ)$ there. The first part ensures that `deriv (slaterOverlap C Z)` in the last one is the genuine derivative.

## From lemmas to the second derivative

`rotated_orthonormal` proves orthonormality along the whole path from the antisymmetry of $K$. The main theorem doesn't use it, but it justifies reading $f$ as an overlap of normalised states.

`generator_action` supplies $KC = Z$ and $KZ = -C(Z^TZ)$. `hasDerivAt_exp_element` differentiates one element of $Ae^{tK}B$ for fixed matrices $A$ and $B$. It treats that element as a continuous linear functional of the exponential and applies the chain rule.

`prod_second_order` is the product rule taken to second order for factors that are all stationary at zero. It proceeds by induction on the set of factors, and the cross terms drop out because each contains a vanishing first derivative. `det_second_order` applies this to every term of the permutation expansion. For each permutation other than the identity and each differentiated index `i`, it finds another index `j` that the permutation moves, so an off-diagonal element of the identity matrix makes the term zero.

The main proof feeds $M$, $M'$ and $-Z^TZ$ into `det_second_order`. It uses `hasDerivAt_exp_element` twice, first with $B = C$ and then with $B = Z$, and rewrites the results with `generator_action`.

`occupied_virtual_witness` confirms that the block form used in orbital optimisation satisfies both hypotheses for every real $X$, with $Z^TZ = X^TX$.

## A local statement about real orbitals

The theorem fixes the value and the first two derivatives of $f$ at $t = 0$, for any finite basis and any number of occupied orbitals that the hypotheses allow. It gives no bound on the error of the quadratic estimate at a finite step, so it doesn't say how large a step may be before $1 - \tfrac{t^2}{2}\operatorname{tr}(Z^TZ)$ becomes a poor approximation. Nor does it say anything about the energy or the convergence of an optimiser.

The link to the many-electron state rests on one standard identity that the definition of `slaterOverlap` takes for granted: the inner product of two Slater determinants equals the determinant of the overlap matrix of their occupied orbitals. Likewise, the Grassmann metric enters only through the expression $\operatorname{tr}(Z^TZ)$; no manifold is constructed.

Complex orbitals would need conjugate transposes and a separate proof. Atomic-orbital coefficients with an overlap matrix $S \neq 1$ satisfy $C^TSC = 1$ instead of `hC`, so the theorem applies to them after a change to an orthonormal basis, for example with $S^{1/2}C$ and $S^{1/2}Z$ in place of $C$ and $Z$. The squared length is then $\operatorname{tr}(Z^TSZ)$ in the original coefficients.
